# Radial period $4\pi/(3B)$ and WKB spacing $3B/2$ for zero-energy planar motion without angular momentum in Coulomb and magnetic fields

An electron with zero canonical angular momentum moves around a point charge in the plane perpendicular to a uniform magnetic field $B$, in atomic units. Its radial period is defined here as an integral, twice the time of flight from the nucleus to the outer turning point, and the level spacing as $2\pi$ divided by that period. The Lean code states neither an equation of motion nor a Schrödinger equation, and its main theorem evaluates these two defined quantities at zero energy.

```lean
import Mathlib

open Set MeasureTheory

namespace QuasiLandau

noncomputable section

/-- Radial Hamiltonian (atomic units) for planar motion around a charge `Z`, perpendicular to a
magnetic field `B`, with zero canonical angular momentum. -/
def hamiltonian (Z B ρ p : ℝ) : ℝ := p ^ 2 / 2 - Z / ρ + B ^ 2 * ρ ^ 2 / 8

/-- Outward radial momentum at zero energy. -/
def radialMomentum (Z B ρ : ℝ) : ℝ := √(2 * Z / ρ - B ^ 2 * ρ ^ 2 / 4)

/-- Outer turning point of the zero-energy motion. -/
def turningPoint (Z B : ℝ) : ℝ := (8 * Z / B ^ 2) ^ (1 / 3 : ℝ)

/-- Time the zero-energy electron needs to travel from the nucleus out to radius `r`. -/
def flightTime (Z B r : ℝ) : ℝ := ∫ ρ in (0 : ℝ)..r, 1 / radialMomentum Z B ρ

/-- Period of the radial motion: out to the turning point and back. -/
def radialPeriod (Z B : ℝ) : ℝ := 2 * flightTime Z B (turningPoint Z B)

/-- Leading-order WKB level spacing at zero energy, `2π / T` with `ħ = 1`. -/
def levelSpacing (Z B : ℝ) : ℝ := 2 * Real.pi / radialPeriod Z B

/-- Closed expression for the time of arrival at radius `r`. -/
def arrivalTime (Z B r : ℝ) : ℝ := 4 / (3 * B) * Real.arcsin (√(B ^ 2 * r ^ 3 / (8 * Z)))

variable {Z B : ℝ}

/-- The turning point is positive and satisfies `B² ρ₀³ = 8 Z`. -/
theorem turningPoint_spec (hZ : 0 < Z) (hB : 0 < B) :
    0 < turningPoint Z B ∧ B ^ 2 * turningPoint Z B ^ 3 = 8 * Z := by
  have hq : 0 < 8 * Z / B ^ 2 := by positivity
  refine ⟨Real.rpow_pos_of_pos hq _, ?_⟩
  have h : turningPoint Z B ^ 3 = 8 * Z / B ^ 2 := by
    unfold turningPoint
    rw [← Real.rpow_natCast, ← Real.rpow_mul hq.le]
    norm_num
  rw [h]
  field_simp

/-- The squared radial momentum at zero energy is positive exactly inside the turning point. -/
theorem allowed_iff (hZ : 0 < Z) (hB : 0 < B) {ρ : ℝ} (hρ : 0 < ρ) :
    0 < 2 * Z / ρ - B ^ 2 * ρ ^ 2 / 4 ↔ ρ < turningPoint Z B := by
  obtain ⟨h0, hc⟩ := turningPoint_spec hZ hB
  have e : 2 * Z / ρ - B ^ 2 * ρ ^ 2 / 4 = (8 * Z - B ^ 2 * ρ ^ 3) / (4 * ρ) := by
    field_simp
    ring
  have hB2 : 0 < B ^ 2 := by positivity
  rw [e, div_pos_iff_of_pos_right (by positivity), ← hc, sub_pos,
    mul_lt_mul_iff_right₀ hB2, pow_lt_pow_iff_left₀ hρ.le h0.le (by norm_num)]

/-- Inside the turning point the radial momentum is positive and the total energy is zero. -/
theorem zero_energy (hZ : 0 < Z) (hB : 0 < B) {ρ : ℝ} (hρ : 0 < ρ)
    (h : ρ < turningPoint Z B) :
    0 < radialMomentum Z B ρ ∧ hamiltonian Z B ρ (radialMomentum Z B ρ) = 0 := by
  have hk := (allowed_iff hZ hB hρ).2 h
  refine ⟨Real.sqrt_pos.2 hk, ?_⟩
  unfold hamiltonian radialMomentum
  rw [Real.sq_sqrt hk.le]
  ring

/-- The arrival time grows with radius at the rate `1 / p`, the inverse radial velocity. -/
theorem hasDerivAt_arrivalTime (hZ : 0 < Z) (hB : 0 < B) {ρ : ℝ} (hρ : 0 < ρ)
    (h : ρ < turningPoint Z B) :
    HasDerivAt (arrivalTime Z B) (1 / radialMomentum Z B ρ) ρ := by
  have hp := (zero_energy hZ hB hρ h).1
  have hw0 : 0 < B ^ 2 * ρ ^ 3 / (8 * Z) := by positivity
  have hw1 : B ^ 2 * ρ ^ 3 / (8 * Z) < 1 := by
    rw [div_lt_one (by positivity), ← (turningPoint_spec hZ hB).2]
    gcongr
  have hs1 : √(B ^ 2 * ρ ^ 3 / (8 * Z)) < 1 :=
    (Real.sqrt_lt' one_pos).2 (by rw [one_pow]; exact hw1)
  have hs0 : 0 < √(B ^ 2 * ρ ^ 3 / (8 * Z)) := Real.sqrt_pos.2 hw0
  -- the square roots produced by the chain rule combine into the momentum
  have key : √(B ^ 2 * ρ ^ 3 / (8 * Z)) * √(1 - B ^ 2 * ρ ^ 3 / (8 * Z))
      = B * ρ ^ 2 / (4 * Z) * radialMomentum Z B ρ := by
    have e : B ^ 2 * ρ ^ 3 / (8 * Z) * (1 - B ^ 2 * ρ ^ 3 / (8 * Z))
        = (B * ρ ^ 2 / (4 * Z)) ^ 2 * (2 * Z / ρ - B ^ 2 * ρ ^ 2 / 4) := by
      field_simp
      ring
    unfold radialMomentum
    rw [← Real.sqrt_mul hw0.le, e, Real.sqrt_mul (sq_nonneg _), Real.sqrt_sq (by positivity)]
  have alg : ∀ a b p : ℝ, 0 < a → 0 < b → 0 < p → a * b = B * ρ ^ 2 / (4 * Z) * p →
      4 / (3 * B) * (1 / b * (B ^ 2 * (3 * ρ ^ 2) / (8 * Z) / (2 * a))) = 1 / p := by
    intro a b p ha hb hp hab
    have e : 4 / (3 * B) * (1 / b * (B ^ 2 * (3 * ρ ^ 2) / (8 * Z) / (2 * a)))
        = B * ρ ^ 2 / (4 * Z) / (a * b) := by
      field_simp
      ring
    rw [e, hab]
    field_simp
  have hin : HasDerivAt (fun r : ℝ => B ^ 2 * r ^ 3 / (8 * Z))
      (B ^ 2 * (3 * ρ ^ 2) / (8 * Z)) ρ :=
    (((hasDerivAt_pow 3 ρ).const_mul (B ^ 2)).div_const (8 * Z)).congr_deriv (by norm_num)
  have harc := Real.hasDerivAt_arcsin (by linarith : -1 < √(B ^ 2 * ρ ^ 3 / (8 * Z))).ne' hs1.ne
  rw [Real.sq_sqrt hw0.le] at harc
  exact ((harc.comp ρ (hin.sqrt hw0.ne')).const_mul (4 / (3 * B))).congr_deriv
    (alg _ _ _ hs0 (Real.sqrt_pos.2 (by linarith)) hp key)

/-- The arrival time is a continuous function of the radius. -/
theorem continuous_arrivalTime (Z B : ℝ) : Continuous (arrivalTime Z B) := by
  have h : Continuous (fun r : ℝ => √(B ^ 2 * r ^ 3 / (8 * Z))) := by fun_prop
  exact continuous_const.mul (Real.continuous_arcsin.comp h)

/-- The inverse radial momentum is integrable from the nucleus to the turning point. -/
theorem integrableOn_inv_momentum (hZ : 0 < Z) (hB : 0 < B) :
    IntegrableOn (fun ρ => 1 / radialMomentum Z B ρ) (Ioc 0 (turningPoint Z B)) :=
  -- it is the nonnegative derivative of a continuous function
  intervalIntegral.integrableOn_deriv_of_nonneg (continuous_arrivalTime Z B).continuousOn
    (fun _ hx => hasDerivAt_arrivalTime hZ hB hx.1 hx.2)
    (fun _ hx => (one_div_pos.2 (zero_energy hZ hB hx.1 hx.2).1).le)

/-- Flight time from the nucleus to any radius up to the turning point. -/
theorem flightTime_eq (hZ : 0 < Z) (hB : 0 < B) {r : ℝ} (h0 : 0 ≤ r)
    (h1 : r ≤ turningPoint Z B) :
    flightTime Z B r = 4 / (3 * B) * Real.arcsin (√(B ^ 2 * r ^ 3 / (8 * Z))) := by
  have hint : IntervalIntegrable (fun ρ => 1 / radialMomentum Z B ρ) volume 0 r :=
    (intervalIntegrable_iff_integrableOn_Ioc_of_le h0).2
      ((integrableOn_inv_momentum hZ hB).mono_set (Ioc_subset_Ioc_right h1))
  have hftc := intervalIntegral.integral_eq_sub_of_hasDerivAt_of_le h0
    (continuous_arrivalTime Z B).continuousOn
    (fun x hx => hasDerivAt_arrivalTime hZ hB hx.1 (hx.2.trans_le h1)) hint
  have hz : arrivalTime Z B 0 = 0 := by simp [arrivalTime]
  rw [hz, sub_zero] at hftc
  exact hftc

/-- Outward zero-energy orbit: the radius reached after time `t` obeys
`r³ = ρ₀³ sin²(3Bt/4)`. -/
theorem orbit_equation (hZ : 0 < Z) (hB : 0 < B) {r : ℝ} (h0 : 0 ≤ r)
    (h1 : r ≤ turningPoint Z B) :
    r ^ 3 = turningPoint Z B ^ 3 * Real.sin (3 * B / 4 * flightTime Z B r) ^ 2 := by
  have hc := (turningPoint_spec hZ hB).2
  have hw0 : 0 ≤ B ^ 2 * r ^ 3 / (8 * Z) := by positivity
  have hw1 : B ^ 2 * r ^ 3 / (8 * Z) ≤ 1 := by
    rw [div_le_one (by positivity), ← hc]
    gcongr
  have hs0 := Real.sqrt_nonneg (B ^ 2 * r ^ 3 / (8 * Z))
  have hs1 : √(B ^ 2 * r ^ 3 / (8 * Z)) ≤ 1 := Real.sqrt_le_one.2 hw1
  have e : ∀ x : ℝ, 3 * B / 4 * (4 / (3 * B) * x) = x := by
    intro x
    field_simp
  have hcube : turningPoint Z B ^ 3 = 8 * Z / B ^ 2 := by
    rw [← hc]
    field_simp
  rw [flightTime_eq hZ hB h0 h1, e, Real.sin_arcsin (by linarith) hs1, Real.sq_sqrt hw0, hcube]
  field_simp

/-- At zero energy the inverse radial momentum is integrable between nucleus and turning point, the
radial period is `4π/(3B)` and the WKB level spacing is `3B/2`, for every nuclear charge. -/
theorem quasiLandau_spacing (hZ : 0 < Z) (hB : 0 < B) :
    IntegrableOn (fun ρ => 1 / √(2 * Z / ρ - B ^ 2 * ρ ^ 2 / 4)) (Ioo 0 (turningPoint Z B)) ∧
      radialPeriod Z B = 4 * Real.pi / (3 * B) ∧ levelSpacing Z B = 3 * B / 2 := by
  obtain ⟨h0, hc⟩ := turningPoint_spec hZ hB
  have hT : radialPeriod Z B = 4 * Real.pi / (3 * B) := by
    unfold radialPeriod
    -- at the turning point the arcsine reaches a quarter turn
    rw [flightTime_eq hZ hB h0.le le_rfl, hc, div_self (by positivity), Real.sqrt_one,
      Real.arcsin_one]
    ring
  refine ⟨(integrableOn_inv_momentum hZ hB).mono_set Ioo_subset_Ioc_self, hT, ?_⟩
  have hpi := Real.pi_pos
  unfold levelSpacing
  rw [hT, div_div_eq_mul_div, div_eq_div_iff (by positivity) (by norm_num)]
  ring

end

end QuasiLandau
```

```lean
#print axioms QuasiLandau.orbit_equation
#print axioms QuasiLandau.quasiLandau_spacing
```

```
'QuasiLandau.orbit_equation' depends on axioms: [propext, Classical.choice, Quot.sound]
'QuasiLandau.quasiLandau_spacing' depends on axioms: [propext, Classical.choice, Quot.sound]
```

## Period and spacing for every nuclear charge

The main theorem, `quasiLandau_spacing`, takes two real numbers, a nuclear charge $Z>0$ and a magnetic field $B>0$, both in atomic units. With the turning point

$$\rho_0=\left(\frac{8Z}{B^2}\right)^{1/3},$$

it states three things:

- the function $1/\sqrt{2Z/\rho-B^2\rho^2/4}$ is integrable on the open interval $(0,\rho_0)$;
- the radial period is $T=4\pi/(3B)$;
- the level spacing $2\pi/T$ is $3B/2$.

For hydrogen, $Z=1$ and $\rho_0=(8/B^2)^{1/3}$. The charge sets the size of the orbit but has no influence on the period or the spacing.

Integrability is stated separately because the inverse momentum diverges at the turning point. It also gives the period its meaning: Lean assigns the value $0$ to the integral of a non-integrable function, so a formula involving an integral is best read together with a proof that the integral exists.

A second result, `orbit_equation`, describes the motion on the way out. If $t$ is the flight time from the nucleus to a radius $r$ with $0\le r\le\rho_0$, then

$$r^3=\rho_0^3\,\sin^2\!\left(\frac{3Bt}{4}\right).$$

## An electron in the plane perpendicular to the field

The electron moves in the plane through the nucleus perpendicular to the magnetic field, with $\rho$ its distance from the nucleus and $p$ its radial momentum. For zero canonical angular momentum, the centrifugal term and the linear Zeeman term both vanish, which leaves

$$H=\frac{p^2}{2}-\frac{Z}{\rho}+\frac{B^2\rho^2}{8}.$$

This is `hamiltonian Z B ρ p`. The last term is the diamagnetic energy in the symmetric gauge. In these units the electron mass, the elementary charge and $\hbar$ are all $1$, so the cyclotron frequency is $B$ and the proved spacing is one and a half times that frequency.

The other definitions translate as follows.

- `radialMomentum Z B ρ` is the positive root of $H=0$. The theorem `zero_energy` confirms that inside the turning point this momentum is positive and the Hamiltonian evaluated on it is zero.
- `turningPoint Z B` is $\rho_0$. The theorem `allowed_iff` confirms that, for $\rho>0$, the squared momentum is positive exactly when $\rho<\rho_0$.
- `flightTime Z B r` is $\int_0^r d\rho/p(\rho)$. The radial velocity is $\partial H/\partial p=p$, so $1/p$ is the time spent per unit of distance.
- `radialPeriod Z B` doubles the flight time to $\rho_0$, since the way back takes as long as the way out.
- `levelSpacing Z B` is $2\pi/T$, the leading-order semiclassical distance between neighbouring levels of zero angular momentum.

Zero energy is the ionisation threshold of the atom without the field. The quasi-Landau resonances associated with Garton and Tomkins are modulations of absorption spectra near that threshold. The theorem contains no spectrum; it supplies the energy spacing belonging to the classical period. In semiclassical treatments of highly excited atoms, an orbit that returns to the nucleus after a time $T$ is associated with a modulation of energy period $2\pi/T$, and the value $3B/2$ applies to the model of one non-relativistic, spinless electron moving around a fixed point charge in the plane perpendicular to the field, with zero canonical angular momentum and at exactly zero energy.

Motion along the field, non-zero angular momentum, energies away from zero, the core of a many-electron atom and corrections beyond leading order are all absent. So is any statement about the eigenvalues of a quantum Hamiltonian.

## The integral by one substitution

Setting $H=0$ and solving for the squared momentum gives

$$p^2=\frac{2Z}{\rho}-\frac{B^2\rho^2}{4}=\frac{8Z-B^2\rho^3}{4\rho}.$$

For $\rho>0$ this is positive exactly when $B^2\rho^3<8Z$, that is, when $\rho<\rho_0$. Since $8Z=B^2\rho_0^3$, the outward momentum is

$$p=\frac{B}{2}\sqrt{\frac{\rho_0^3-\rho^3}{\rho}}.$$

The time needed to reach the radius $r$ is therefore

$$t(r)=\int_0^r\frac{d\rho}{p}=\frac{2}{B}\int_0^r\frac{\sqrt{\rho}\,d\rho}{\sqrt{\rho_0^3-\rho^3}}.$$

Now substitute $u=(\rho/\rho_0)^{3/2}$. Then $du=\tfrac32\,\rho_0^{-3/2}\sqrt{\rho}\,d\rho$, so that $\sqrt{\rho}\,d\rho=\tfrac23\,\rho_0^{3/2}\,du$, while the denominator becomes $\rho_0^{3/2}\sqrt{1-u^2}$. The factors of $\rho_0^{3/2}$ cancel, and with them all dependence on the charge except through the upper limit:

$$t(r)=\frac{4}{3B}\int_0^{(r/\rho_0)^{3/2}}\frac{du}{\sqrt{1-u^2}}
=\frac{4}{3B}\arcsin\sqrt{\frac{r^3}{\rho_0^3}}
=\frac{4}{3B}\arcsin\sqrt{\frac{B^2r^3}{8Z}}.$$

Taking the sine of $3Bt/4$ and squaring gives the orbit equation. At $r=\rho_0$ the arcsine equals $\pi/2$, so the outward flight takes $2\pi/(3B)$. Hence

$$T=2\,t(\rho_0)=\frac{4\pi}{3B},\qquad \frac{2\pi}{T}=\frac{3B}{2}.$$

The two ends of the integral behave differently. Near the nucleus $p$ grows without bound and $1/p$ tends to zero like $\sqrt{\rho/(2Z)}$. Near the turning point $1/p$ diverges like an inverse square root of the remaining distance, which is still integrable.

## Checking the antiderivative instead of substituting

The Lean proof does not change variables. It names the result of the substitution, `arrivalTime`, and verifies that its derivative is $1/p$.

The lemma `turningPoint_spec` first turns the fractional power into the polynomial identity $B^2\rho_0^3=8Z$. The rewrites with `Real.rpow_natCast` and `Real.rpow_mul` combine the exponents $1/3$ and $3$. Later steps use this identity to compare radii. In `allowed_iff`, the squared momentum is written as the single fraction found above, and its sign is read off from the numerator.

The calculation of the derivative is in `hasDerivAt_arrivalTime`. Write $w=B^2\rho^3/(8Z)$, which lies strictly between $0$ and $1$ for $0<\rho<\rho_0$. The chain rule gives

$$\frac{d}{d\rho}\left[\frac{4}{3B}\arcsin\sqrt w\right]
=\frac{4}{3B}\cdot\frac{1}{\sqrt{1-w}}\cdot\frac{1}{2\sqrt w}\cdot\frac{3B^2\rho^2}{8Z}
=\frac{B\rho^2/(4Z)}{\sqrt w\,\sqrt{1-w}}.$$

The step called `key` identifies the denominator:

$$\sqrt{w}\,\sqrt{1-w}=\frac{B\rho^2}{4Z}\,p.$$

It follows from $w(1-w)=\left(B\rho^2/(4Z)\right)^2p^2$, because every factor whose root is taken is nonnegative. The quotient is then $1/p$. In the code, `hin` differentiates $w$, `harc` differentiates the arcsine, and `alg` carries out the final algebra with the square roots replaced by positive variables.

Once integrability is known, `flightTime_eq` applies the fundamental theorem of calculus between $0$ and $r$. The antiderivative vanishes at $0$, so the flight time equals `arrivalTime` at $r$. The proof of `orbit_equation` inverts this with `Real.sin_arcsin`, after checking that the argument lies between $-1$ and $1$. The main theorem evaluates the formula at $\rho_0$, where `Real.arcsin_one` supplies $\pi/2$, and then divides $2\pi$ by the period.

## Integrability from a continuous, increasing antiderivative

The singularity at the turning point is handled by the Mathlib theorem `intervalIntegral.integrableOn_deriv_of_nonneg`. It asks for a function that is continuous on a closed interval, differentiable in the interior, and has a nonnegative derivative there. It concludes that the derivative is integrable, and it requires no bound on the derivative.

The reason can be seen by stopping short of the ends. Let $t$ now denote the closed expression `arrivalTime`, which is finite and continuous up to both ends and has derivative $1/p$ between them. For $0<a<b<\rho_0$, the integral of $1/p$ from $a$ to $b$ is $t(b)-t(a)$, which is at most $t(\rho_0)-t(0)$. As $a$ and $b$ move towards the ends, these integrals increase but remain below that fixed bound. Since the integrand is nonnegative, monotone convergence makes the integral over the whole interval finite.

In `integrableOn_inv_momentum` the three inputs are `continuous_arrivalTime`, `hasDerivAt_arrivalTime` and the positivity of the momentum from `zero_energy`. No separate estimate of $1/p$ near $\rho_0$ is needed. The derivative is required only in the open interval, which suits the problem, since the antiderivative has a vertical tangent at the turning point. The version of the fundamental theorem used in `flightTime_eq` likewise needs continuity up to the ends and derivatives only between them.

## Defining the spacing through the action

The file takes $2\pi/T$ as the definition of the semiclassical spacing. Another model would start from the quantisation of the radial action. For an energy $E$ near zero, let $\rho_E$ be the outer turning point and put

$$S(E)=2\int_0^{\rho_E}\sqrt{2E+\frac{2Z}{\rho}-\frac{B^2\rho^2}{4}}\;d\rho .$$

Levels $E_n$ would be fixed by $S(E_n)=2\pi(n+\gamma)$, with an integer $n$ and a constant $\gamma$. Treating $n$ as continuous gives the local spacing $dE/dn=2\pi/S'(E)$.

The relation $S'(E)=T(E)$, with $T(E)$ the radial period at energy $E$, would then become something to prove. Direct differentiation has to deal with an integral whose upper limit moves with the energy and whose differentiated integrand is singular at that limit. At $E=0$ the spacing would again be $3B/2$, but the statement would include the step from quantised action to classical period, which the present definition takes as given.
